# The joint density of states at a three-dimensional M1 saddle with an axial cutoff: a square-root rise to a plateau

An M1 critical point leaves a kink in the joint density of states of a crystal: just below the critical energy, a square root is subtracted from a smooth background. This text derives the shape for a quadratic saddle with a cutoff along its axis, where the background is a constant.

Near such a point the energy difference between two bands rises along two principal directions of $\mathbf k$ and falls along the third. Measured from the critical energy, with the reduced masses absorbed into scaled coordinates, it is $x^2+y^2-z^2$ to second order. We count the states with energy difference at most $u$ and differentiate with respect to $u$.

```lean
import Mathlib

open MeasureTheory Filter
open scoped Topology Real

namespace SaddleJointDensity

noncomputable section
```

## Counting states below an energy

The surfaces of constant energy are hyperboloids (a double cone at $u=0$), which extend without bound along $z$. A cutoff $|z|\le L$ with $L>0$ stands for the limited range over which the quadratic expansion describes the bands. In Lean a point is `((x, y), z)`, so `k.2` is $z$.

```lean
/-- The points `((x, y), z)` with `|z| ≤ L` at which the saddle energy
`x² + y² - z²` is at most `u`. -/
def saddleRegion (L u : ℝ) : Set ((ℝ × ℝ) × ℝ) :=
  {k | |k.2| ≤ L ∧ k.1.1 ^ 2 + k.1.2 ^ 2 - k.2 ^ 2 ≤ u}
```

The number of states is proportional to the Lebesgue volume $V(u)$ of this region.

```lean
/-- The volume of the saddle region, as a real number. -/
def saddleVolume (L u : ℝ) : ℝ := (volume (saddleRegion L u)).toReal
```

The joint density of states is $J(u)=dV/du$. Textbooks include a factor $2/(2\pi)^3$ and the Jacobian of the scaling; `jdos` omits both.

```lean
/-- The joint density of states, up to a constant factor: the derivative of the volume
`saddleVolume L` with respect to energy, at `u`. -/
def jdos (L u : ℝ) : ℝ := deriv (saddleVolume L) u
```

## Slicing into discs

At fixed $z$ the condition reads $x^2+y^2\le r$ with $r=u+z^2$. For $r<0$ no point satisfies it; for $r\ge0$ it is a disc of radius $\sqrt r$. The area is therefore $\pi\max(0,r)$. The proof treats the two cases separately and takes the disc's area from that of a ball in the complex plane.

```lean
/-- The disc `x² + y² ≤ r` has area `π max(0, r)`. -/
theorem disc_area (r : ℝ) :
    volume {p : ℝ × ℝ | p.1 ^ 2 + p.2 ^ 2 ≤ r} = ENNReal.ofReal (π * max 0 r) := by
  rcases lt_or_ge r 0 with h | h
  · have e : {p : ℝ × ℝ | p.1 ^ 2 + p.2 ^ 2 ≤ r} = ∅ := by
      ext p
      simp only [Set.mem_ofPred_eq, Set.mem_empty_iff_false, iff_false, not_le]
      nlinarith [sq_nonneg p.1, sq_nonneg p.2]
    rw [e, max_eq_left h.le]
    simp
  · have hm : MeasurableSet {p : ℝ × ℝ | p.1 ^ 2 + p.2 ^ 2 ≤ r} :=
      (isClosed_le (by fun_prop) continuous_const).measurableSet
    -- identify the plane with the complex numbers
    have e : Complex.measurableEquivRealProd ⁻¹' {p : ℝ × ℝ | p.1 ^ 2 + p.2 ^ 2 ≤ r}
        = Metric.closedBall 0 (√r) := by
      ext w
      have hn : ‖w‖ ^ 2 = w.re ^ 2 + w.im ^ 2 := by
        rw [Complex.sq_norm, Complex.normSq_apply]; ring
      simp only [Set.mem_preimage, Set.mem_ofPred_eq, Complex.measurableEquivRealProd_apply,
        mem_closedBall_zero_iff]
      rw [← hn]
      constructor
      · exact fun h' => Real.le_sqrt_of_sq_le h'
      · intro h'
        nlinarith [Real.sq_sqrt h, norm_nonneg w, Real.sqrt_nonneg r]
    have hpi : ENNReal.ofReal π = (NNReal.pi : ENNReal) := by
      rw [← NNReal.coe_real_pi, ENNReal.ofReal_coe_nnreal]
    rw [← Complex.volume_preserving_equiv_real_prod.measure_preimage hm.nullMeasurableSet, e,
      Complex.volume_closedBall, max_eq_right h, ← ENNReal.ofReal_pow (Real.sqrt_nonneg r),
      Real.sq_sqrt h, mul_comm π, ENNReal.ofReal_mul h, hpi]
```

Put $s=\sqrt{\max(0,-u)}$. If $u\ge-L^2$, then $s\le L$. The integrand $\max(0,u+z^2)$ vanishes for $|z|<s$ and equals $u+z^2$ for $s\le|z|\le L$, so

$$\int_{-L}^{L}\max(0,u+z^2)\,dz=2\int_s^L(u+z^2)\,dz=2\left[u(L-s)+\frac{L^3-s^3}{3}\right].$$

Either $s=0$ or $s^2=-u$, hence $us=-s^3$, and the bracket becomes $Lu+L^3/3+2s^3/3$. In the proof, `outer` evaluates the end intervals, while `middle` supplies the vanishing integral and the identity $s(s^2+u)=0$.

```lean
/-- For `L > 0` and `u ≥ -L²`, the integral of `max(0, u + z²)` over `[-L, L]` in closed form. -/
theorem slice_integral {L u : ℝ} (hL : 0 < L) (hu : -L ^ 2 ≤ u) :
    ∫ z in (-L)..L, max 0 (u + z ^ 2)
      = 2 * (L * u + L ^ 3 / 3 + 2 / 3 * √(max 0 (-u)) ^ 3) := by
  obtain ⟨s, hs⟩ : ∃ s, s = √(max 0 (-u)) := ⟨_, rfl⟩
  rw [← hs]
  have hs0 : 0 ≤ s := by rw [hs]; exact Real.sqrt_nonneg _
  have hs2 : s ^ 2 = max 0 (-u) := by rw [hs]; exact Real.sq_sqrt (le_max_left _ _)
  have hus : -u ≤ s ^ 2 := by rw [hs2]; exact le_max_right _ _
  have hsL : s ≤ L := by
    rw [hs]
    exact Real.sqrt_le_iff.mpr ⟨hL.le, max_le (sq_nonneg L) (by linarith)⟩
  have hc : Continuous fun z : ℝ => max 0 (u + z ^ 2) :=
    continuous_const.max (by fun_prop)
  have hi : ∀ a b : ℝ, IntervalIntegrable (fun z : ℝ => max 0 (u + z ^ 2)) volume a b :=
    fun a b => hc.intervalIntegrable a b
  have outer : ∀ a b : ℝ, (∀ z ∈ Set.uIcc a b, s ^ 2 ≤ z ^ 2) →
      ∫ z in a..b, max 0 (u + z ^ 2) = u * (b - a) + (b ^ 3 - a ^ 3) / 3 := by
    intro a b h
    have e : Set.EqOn (fun z : ℝ => max 0 (u + z ^ 2)) (fun z => u + z ^ 2) (Set.uIcc a b) := by
      intro z hz
      have h0 : 0 ≤ u + z ^ 2 := by linarith [h z hz]
      exact max_eq_right h0
    rw [intervalIntegral.integral_congr e,
      intervalIntegral.integral_add (continuous_const.intervalIntegrable _ _)
        ((continuous_pow 2).intervalIntegrable _ _),
      intervalIntegral.integral_const, integral_pow, smul_eq_mul]
    push_cast
    ring
  -- the neck of the hyperboloid is closed for |z| < s
  have middle : ∫ z in (-s)..s, max 0 (u + z ^ 2) = 0 ∧ s * (s ^ 2 + u) = 0 := by
    rcases le_total 0 u with h | h
    · have h' : -u ≤ 0 := by linarith
      have h0 : s = 0 := by rw [hs, max_eq_left h', Real.sqrt_zero]
      rw [h0]
      simp
    · have h' : 0 ≤ -u := by linarith
      rw [max_eq_right h'] at hs2
      have e : Set.EqOn (fun z : ℝ => max 0 (u + z ^ 2)) (fun _ => 0) (Set.uIcc (-s) s) := by
        intro z hz
        rw [Set.uIcc_of_le (by linarith)] at hz
        have h1 : 0 ≤ z + s := by linarith [hz.1]
        have h0 : u + z ^ 2 ≤ 0 := by nlinarith [mul_nonneg (sub_nonneg.2 hz.2) h1]
        exact max_eq_left h0
      refine ⟨?_, by rw [hs2]; ring⟩
      rw [intervalIntegral.integral_congr e]
      simp
  rw [← intervalIntegral.integral_add_adjacent_intervals (hi (-L) (-s)) (hi (-s) L),
    ← intervalIntegral.integral_add_adjacent_intervals (hi (-s) s) (hi s L), middle.1,
    outer (-L) (-s) ?_, outer s L ?_]
  · linear_combination (-2) * middle.2
  · intro z hz
    rw [Set.uIcc_of_le hsL] at hz
    nlinarith [hz.1]
  · intro z hz
    rw [Set.uIcc_of_le (by linarith)] at hz
    nlinarith [hz.2]
```

Integrating the disc areas over $z$ (Tonelli's theorem) gives

$$V(u)=2\pi\left(Lu+\frac{L^3}{3}+\frac{2s^3}{3}\right).$$

```lean
/-- For `L > 0` and `u ≥ -L²`, the saddle region has volume
`2π (L u + L³/3 + (2/3) max(0, -u)^(3/2))`. -/
theorem region_volume {L u : ℝ} (hL : 0 < L) (hu : -L ^ 2 ≤ u) :
    volume (saddleRegion L u)
      = ENNReal.ofReal (2 * π * (L * u + L ^ 3 / 3 + 2 / 3 * √(max 0 (-u)) ^ 3)) := by
  have h1 : IsClosed {k : (ℝ × ℝ) × ℝ | |k.2| ≤ L} :=
    isClosed_le continuous_snd.abs continuous_const
  have h2 : IsClosed {k : (ℝ × ℝ) × ℝ | k.1.1 ^ 2 + k.1.2 ^ 2 - k.2 ^ 2 ≤ u} :=
    isClosed_le (by fun_prop) continuous_const
  have hm : MeasurableSet (saddleRegion L u) := (h1.inter h2).measurableSet
  -- each horizontal slice is a disc
  have hslice : ∀ z : ℝ, volume ((fun p : ℝ × ℝ => (p, z)) ⁻¹' saddleRegion L u)
      = (Set.Icc (-L) L).indicator (fun z => ENNReal.ofReal (π * max 0 (u + z ^ 2))) z := by
    intro z
    by_cases hz : z ∈ Set.Icc (-L) L
    · rw [Set.indicator_of_mem hz, ← disc_area]
      congr 1
      ext p
      simp only [saddleRegion, Set.mem_preimage, Set.mem_ofPred_eq]
      exact ⟨fun h => by linarith [h.2], fun h => ⟨abs_le.2 ⟨hz.1, hz.2⟩, by linarith⟩⟩
    · have e : (fun p : ℝ × ℝ => (p, z)) ⁻¹' saddleRegion L u = ∅ := by
        refine Set.eq_empty_of_forall_notMem fun p hp => ?_
        have hp' : |z| ≤ L ∧ p.1 ^ 2 + p.2 ^ 2 - z ^ 2 ≤ u := hp
        exact hz (abs_le.1 hp'.1)
      rw [Set.indicator_of_notMem hz, e, measure_empty]
  have hc : Continuous fun z : ℝ => π * max 0 (u + z ^ 2) :=
    continuous_const.mul (continuous_const.max (by fun_prop))
  have hint : Integrable (fun z : ℝ => π * max 0 (u + z ^ 2))
      (volume.restrict (Set.Icc (-L) L)) := hc.integrableOn_Icc
  rw [Measure.volume_eq_prod, Measure.prod_apply_symm hm, lintegral_congr hslice,
    lintegral_indicator measurableSet_Icc,
    ← ofReal_integral_eq_lintegral_ofReal hint
      (Eventually.of_forall fun z => mul_nonneg Real.pi_pos.le (le_max_left _ _)),
    integral_Icc_eq_integral_Ioc, ← intervalIntegral.integral_of_le (by linarith),
    intervalIntegral.integral_const_mul, slice_integral hL hu]
  congr 1
  ring
```

For $L=1$ and $u=-1/4$ we have $s=1/2$, so $V=2\pi(-1/4+1/3+1/12)=\pi/3$.

## Differentiating through the critical energy

For $u<0$, $s^3=(-u)^{3/2}$ has derivative $-\tfrac32\sqrt{-u}$; for $u>0$ it is identically zero. At $u=0$, $s(v)^2\le|v|$ gives

$$\left|\frac{s(v)^3}{v}\right|\le s(v)\to0\qquad(v\to0,\ v\ne0).$$

Thus $ds^3/du=-3s/2$ everywhere. The three cases of the proof are these three.

```lean
/-- The function `max(0, -u)^(3/2)` has derivative `-(3/2) √max(0, -u)` at every `u`. -/
theorem hasDerivAt_neck (u : ℝ) :
    HasDerivAt (fun v : ℝ => √(max 0 (-v)) ^ 3) (-(3 / 2) * √(max 0 (-u))) u := by
  rcases lt_trichotomy u 0 with h | rfl | h
  · have hp : 0 < √(-u) := Real.sqrt_pos.2 (by linarith)
    have h2 : HasDerivAt (fun v : ℝ => √(-v)) (-1 / (2 * √(-u))) u :=
      (hasDerivAt_neg' u).sqrt (neg_ne_zero.2 h.ne)
    have h1 : HasDerivAt (fun v : ℝ => √(-v) ^ 3) (-(3 / 2) * √(-u)) u := by
      refine (h2.fun_pow 3).congr_deriv ?_
      have hi : √(-u) * (√(-u))⁻¹ = 1 := mul_inv_cancel₀ hp.ne'
      push_cast
      linear_combination (-(3 / 2) * √(-u)) * hi
    have e : (fun v : ℝ => √(max 0 (-v)) ^ 3) =ᶠ[𝓝 u] fun v => √(-v) ^ 3 := by
      filter_upwards [Iio_mem_nhds h] with v hv
      have hv' : 0 ≤ -v := by linarith [Set.mem_Iio.1 hv]
      rw [max_eq_right hv']
    rw [max_eq_right (by linarith : (0 : ℝ) ≤ -u)]
    exact h1.congr_of_eventuallyEq e
  · -- at the critical energy the difference quotient is squeezed to zero
    have hc : Continuous fun v : ℝ => √(max 0 (-v)) :=
      (continuous_const.max continuous_neg).sqrt
    have hlim : Tendsto (fun v : ℝ => √(max 0 (-v))) (𝓝[≠] 0) (𝓝 0) :=
      (hc.tendsto' 0 0 (by simp)).mono_left nhdsWithin_le_nhds
    have hz : -(3 / 2) * √(max 0 (-(0 : ℝ))) = 0 := by simp
    rw [hz, hasDerivAt_iff_tendsto_slope]
    refine squeeze_zero_norm (fun v => ?_) hlim
    have e : slope (fun v : ℝ => √(max 0 (-v)) ^ 3) 0 v = √(max 0 (-v)) ^ 3 / v := by
      simp [slope_def_field]
    have hs : √(max 0 (-v)) ^ 2 ≤ |v| := by
      rw [Real.sq_sqrt (le_max_left _ _)]
      exact max_le (abs_nonneg v) (neg_le_abs v)
    rw [e, Real.norm_eq_abs, abs_div, abs_of_nonneg (pow_nonneg (Real.sqrt_nonneg _) 3)]
    apply div_le_of_le_mul₀ (abs_nonneg v) (Real.sqrt_nonneg _)
    nlinarith [mul_le_mul_of_nonneg_left hs (Real.sqrt_nonneg (max 0 (-v)))]
  · have e : (fun v : ℝ => √(max 0 (-v)) ^ 3) =ᶠ[𝓝 u] fun _ => (0 : ℝ) := by
      filter_upwards [Ioi_mem_nhds h] with v hv
      have hv' : -v ≤ 0 := by linarith [Set.mem_Ioi.1 hv]
      rw [max_eq_left hv']
      simp
    rw [max_eq_left (by linarith : -u ≤ 0), Real.sqrt_zero, mul_zero]
    exact (hasDerivAt_const u (0 : ℝ)).congr_of_eventuallyEq e
```

Consequently, for $u>-L^2$,

$$\frac{dV}{du}=2\pi\left(L-\sqrt{\max(0,-u)}\right).$$

The strict inequality lets the closed form hold on a neighbourhood of $u$. Passing from the measure to a real number also needs the closed form to be non-negative, which follows from

$$Lu+\frac{L^3}{3}+\frac{2s^3}{3}=\frac{(L-s)^2(L+2s)}{3}+L(s^2+u).$$

The theorem states finiteness of the volume together with the derivative.

```lean
/-- For `L > 0` and `u > -L²`, the saddle region has finite volume, and the derivative of this
volume with respect to `u` is `2π (L - √max(0, -u))`. -/
theorem saddle_volume_hasDerivAt {L u : ℝ} (hL : 0 < L) (hu : -L ^ 2 < u) :
    volume (saddleRegion L u) < ⊤ ∧
      HasDerivAt (saddleVolume L) (2 * π * (L - √(max 0 (-u)))) u := by
  refine ⟨by rw [region_volume hL hu.le]; exact ENNReal.ofReal_lt_top, ?_⟩
  have e : saddleVolume L =ᶠ[𝓝 u]
      fun v => 2 * π * (L * v + L ^ 3 / 3 + 2 / 3 * √(max 0 (-v)) ^ 3) := by
    filter_upwards [Ioi_mem_nhds hu] with v hv
    have hs := Real.sqrt_nonneg (max 0 (-v))
    have hv2 : 0 ≤ √(max 0 (-v)) ^ 2 + v := by
      rw [Real.sq_sqrt (le_max_left _ _)]
      linarith [le_max_right 0 (-v)]
    have h3 : 0 ≤ L + 2 * √(max 0 (-v)) := by linarith
    have hnn : 0 ≤ L * v + L ^ 3 / 3 + 2 / 3 * √(max 0 (-v)) ^ 3 := by
      nlinarith [mul_nonneg (sq_nonneg (L - √(max 0 (-v)))) h3, mul_nonneg hL.le hv2]
    rw [saddleVolume, region_volume hL (le_of_lt hv)]
    exact ENNReal.toReal_ofReal (mul_nonneg (by positivity) hnn)
  have h := ((((hasDerivAt_id' u).const_mul L).add_const (L ^ 3 / 3)).fun_add
    ((hasDerivAt_neck u).const_mul (2 / 3))).const_mul (2 * π)
  exact (h.congr_of_eventuallyEq e).congr_deriv (by ring)
```

## The shape of the spectrum

Near every $u>-L^2$, $J$ agrees with a continuous function, so it is continuous there, including at the saddle energy.

```lean
/-- For `L > 0`, the joint density of states is continuous at every energy `u > -L²`. -/
theorem jdos_continuousAt {L u : ℝ} (hL : 0 < L) (hu : -L ^ 2 < u) :
    ContinuousAt (jdos L) u := by
  have hc : Continuous fun v : ℝ => 2 * π * (L - √(max 0 (-v))) :=
    continuous_const.mul (continuous_const.sub (continuous_const.max continuous_neg).sqrt)
  refine hc.continuousAt.congr ?_
  filter_upwards [Ioi_mem_nhds hu] with v hv
  exact (saddle_volume_hasDerivAt hL hv).2.deriv.symm
```

For $u\ge0$ the square root vanishes and $J=2\pi L$. The height of the plateau is set by the cutoff.

```lean
/-- For `L > 0`, the joint density of states has the constant value `2π L` at all `u ≥ 0`. -/
theorem jdos_plateau {L u : ℝ} (hL : 0 < L) (hu : 0 ≤ u) : jdos L u = 2 * π * L := by
  have h : -L ^ 2 < u := by nlinarith [pow_pos hL 2]
  rw [jdos, (saddle_volume_hasDerivAt hL h).2.deriv, max_eq_left (by linarith : -u ≤ 0),
    Real.sqrt_zero, sub_zero]
```

For $-L^2<u<0$,

$$\frac{J(u)-J(0)}{u}=\frac{-2\pi\sqrt{-u}}{u}=\frac{2\pi}{\sqrt{-u}}\to+\infty\qquad(u\to0^-).$$

In the example above, $J(-1/4)=\pi$ and $J(0)=2\pi$, so the quotient is $4\pi$.

```lean
/-- For `L > 0`, the difference quotient of the joint density of states at `u = 0` tends to
`+∞` as `u` approaches `0` from below. -/
theorem jdos_left_slope {L : ℝ} (hL : 0 < L) :
    Tendsto (fun u => (jdos L u - jdos L 0) / u) (𝓝[<] 0) atTop := by
  have hc : Continuous fun u : ℝ => √(-u) := continuous_neg.sqrt
  have hs : Tendsto (fun u : ℝ => √(-u)) (𝓝[<] 0) (𝓝[>] 0) := by
    refine tendsto_nhdsWithin_iff.2
      ⟨(hc.tendsto' 0 0 (by simp)).mono_left nhdsWithin_le_nhds, ?_⟩
    filter_upwards [self_mem_nhdsWithin] with u hu
    exact Real.sqrt_pos.2 (neg_pos.2 hu)
  have hlim : Tendsto (fun u : ℝ => 2 * π * (√(-u))⁻¹) (𝓝[<] 0) atTop :=
    (tendsto_inv_nhdsGT_zero.comp hs).const_mul_atTop (by positivity)
  refine hlim.congr' ?_
  have hL2 : -L ^ 2 < 0 := by nlinarith [pow_pos hL 2]
  -- below the saddle the difference quotient is exactly 2π / √(-u)
  filter_upwards [self_mem_nhdsWithin, mem_nhdsWithin_of_mem_nhds (Ioi_mem_nhds hL2)]
    with u hu hu'
  have hneg : u < 0 := hu
  have hsq : √(-u) ^ 2 = -u := Real.sq_sqrt (by linarith)
  have hi : √(-u) * (√(-u))⁻¹ = 1 :=
    mul_inv_cancel₀ (Real.sqrt_pos.2 (by linarith)).ne'
  have hj : jdos L u = 2 * π * (L - √(-u)) := by
    rw [jdos, (saddle_volume_hasDerivAt hL hu').2.deriv,
      max_eq_right (by linarith : (0 : ℝ) ≤ -u)]
  rw [hj, jdos_plateau hL le_rfl]
  symm
  rw [div_eq_iff hneg.ne]
  linear_combination (2 * π * √(-u)) * hi - (2 * π * (√(-u))⁻¹) * hsq

end

end SaddleJointDensity
```

```lean
#print axioms SaddleJointDensity.jdos_continuousAt
#print axioms SaddleJointDensity.jdos_plateau
#print axioms SaddleJointDensity.jdos_left_slope
```

```
'SaddleJointDensity.jdos_continuousAt' depends on axioms: [propext, Classical.choice, Quot.sound]
'SaddleJointDensity.jdos_plateau' depends on axioms: [propext, Classical.choice, Quot.sound]
'SaddleJointDensity.jdos_left_slope' depends on axioms: [propext, Classical.choice, Quot.sound]
```

## From the saddle to a crystal

For non-interacting electrons with a filled lower band, an empty upper band and a constant transition matrix element, the saddle's contribution to the imaginary part of the dielectric function within the quadratic model is this $J$ times constants and a power of the photon energy. Applying the result to a crystal takes a further argument, not given here. If the rest of the Brillouin zone and the higher-order terms in the bands change $J$ near the critical energy only by a continuously differentiable function, the infinite slope on the lower side survives, though the plateau need not stay flat.

A spherical cutoff $x^2+y^2+z^2\le R^2$ would change the plateau. The same slicing, not formalised here, gives $2\pi\left(\sqrt{(R^2-u)/2}-\sqrt{\max(0,-u)}\right)$ for $|u|<R^2$: the square-root singularity stays, but above the saddle the density decreases instead of staying constant, with a finite slope at first.
